# A linear third-order Birch–Murnaghan fit has unique least-squares coefficients if and only if at least four distinct volumes occur

**Q:** I compute the total energy of a crystal at several cell volumes, fit a curve, and read off the equilibrium volume and the bulk modulus. For energies $E_i$ at volumes $V_i$ the curve is

$$E(V)=a+bV^{-2/3}+cV^{-4/3}+dV^{-2},$$

and a linear least-squares routine returns $a,b,c,d$. Reading anything off assumes that the data single out one curve. When do they?

**A:** Take finitely many data with positive volumes and equal weights. Whatever the energies are, exactly one coefficient vector minimizes the sum of squared residuals if and only if at least four different volumes occur. For electronic-structure work this gives the smallest number of different volumes with which an energy–volume scan determines the coefficients of this linear fit; it does not say how many make the fit reliable.

**Q:** Where would I meet that condition in an actual run?

**A:** Suppose you have seven energies. With $x_i=V_i^{-2/3}$, the routine receives a matrix with seven rows $(1,x_i,x_i^2,x_i^3)$. From the coefficients you solve $b+2cx_0+3dx_0^2=0$ for a positive $x_0$ with $2c+6dx_0>0$. Then $V_0=x_0^{-3/2}$ is the equilibrium volume and $B_0=\tfrac49x_0^{7/2}(2c+6dx_0)$ the bulk modulus. If the seven runs cover only three different volumes, with repetitions, the matrix still has seven rows but only rank three.

**Q:** The Birch–Murnaghan equation I know has $E_0$, $V_0$, $B_0$ and $B_0'$ as parameters. Are those what is shown to be unique?

**A:** No, the result concerns $a,b,c,d$. The usual third-order energy is a cubic in $V^{-2/3}$, so it has this form, but a fit with free coefficients can also return a cubic without a minimum at positive volume. The passage from unique coefficients to a physical $V_0$ and $B_0$ is the step that the hypotheses leave open.

**Q:** Then show me what the formal version calls a fit.

**A:** It treats $n$ terms at once; your curve is $n=4$. The data are labelled by a finite type `ι`, so `V` and `E` are lists of real numbers, and repeated volumes are allowed.

```lean
import Mathlib

open Matrix

namespace EquationOfStateFit

noncomputable section

variable {ι : Type*} [Fintype ι] {n : ℕ}
```

The basis functions are real powers of the volume. Despite its name, `volumePower k` is $V^{-2k/3}$, not $V^k$.

```lean
/-- The `k`-th basis function `V^(-2k/3)` of the fit, for positive volume `V`. -/
def volumePower (k : ℕ) (v : ℝ) : ℝ := v ^ (-(2 * (k : ℝ) / 3))
```

The model energy is $f_p(V)=\sum_{k=0}^{n-1}p_kV^{-2k/3}$. Here $p$ is the coefficient vector, not a pressure, and `energy` is the fitted curve, while `E` holds the computed data.

```lean
/-- The model energy at volume `v`: a linear combination of the first `n` volume powers
with coefficients `p`, for positive `v`. -/
def energy (p : Fin n → ℝ) (v : ℝ) : ℝ := ∑ k : Fin n, p k * volumePower k v
```

The misfit is $S(p)=\sum_i\bigl(E_i-f_p(V_i)\bigr)^2$, with equal weights.

```lean
/-- The sum of squared residuals between the energies `E` and the model at the volumes `V`. -/
def misfit (V E : ι → ℝ) (p : Fin n → ℝ) : ℝ := ∑ i, (E i - energy p (V i)) ^ 2
```

A best fit is a global minimizer over all real coefficient vectors.

```lean
/-- The coefficients `p` are a best fit if no other coefficients have a smaller misfit. -/
def IsBestFit (V E : ι → ℝ) (p : Fin n → ℝ) : Prop :=
  ∀ q : Fin n → ℝ, misfit V E p ≤ misfit V E q
```

For four terms the curve is also written out explicitly, with $(p_0,p_1,p_2,p_3)=(a,b,c,d)$.

```lean
/-- The energy `a + b V^(-2/3) + c V^(-4/3) + d V^(-2)` with `p = (a, b, c, d)`,
for positive volume. -/
def birchMurnaghan (p : Fin 4 → ℝ) (v : ℝ) : ℝ :=
  p 0 + p 1 * v ^ (-2 / 3 : ℝ) + p 2 * v ^ (-4 / 3 : ℝ) + p 3 * v ^ (-2 : ℝ)
```

**Q:** Fractional powers are awkward. Why should counting volumes be enough?

**A:** Because for $V>0$ we have $V^{-2k/3}=(V^{-2/3})^k$. In the variable $x=V^{-2/3}$ the model is a polynomial of degree less than $n$. The map $V\mapsto x$ is strictly decreasing, so distinct volumes give distinct $x$. The first lemma is this power law; positivity of $V$ allows the exponents to be multiplied.

```lean
/-- At positive volume the `k`-th basis function is the `k`-th power of `V^(-2/3)`. -/
theorem volumePower_eq_pow {v : ℝ} (hv : 0 < v) (k : ℕ) :
    volumePower k v = (v ^ (-(2 / 3) : ℝ)) ^ k := by
  rw [volumePower, ← Real.rpow_natCast, ← Real.rpow_mul hv.le]
  congr 1
  ring
```

We also need linearity in the coefficients, $f_{p+q}=f_p+f_q$, which follows term by term.

```lean
/-- The model energy is additive in the coefficients. -/
theorem energy_add (p q : Fin n → ℝ) (v : ℝ) :
    energy (p + q) v = energy p v + energy q v := by
  simp only [energy, Pi.add_apply, add_mul, Finset.sum_add_distrib]
```

**Q:** And how does the number of volumes decide whether the coefficients can be determined?

**A:** Ask whether a nonzero vector $q$ can be invisible, meaning $f_q(V_i)=0$ for every $i$. Let $m$ be the number of distinct volumes.

If $m\ge n$, choose $n$ of them and write $y_0,\dots,y_{n-1}$ for their values of $x=V^{-2/3}$. Invisibility gives $\sum_k q_ky_j^k=0$ for each $j$. The determinant of this square system is the Vandermonde product $\prod_{j<l}(y_l-y_j)$, which is nonzero, so $q=0$.

If $m<n$, evaluation at the distinct volumes is a linear map from $\mathbb R^n$ to $\mathbb R^m$. It must send some nonzero $q$ to zero, and that $q$ is invisible.

In Lean, `Finset.univ.image V` is the set of volumes that occur, with repetitions removed, and `.card` counts it. The first half of the proof runs the dimension count in the positive direction: if no nonzero vector is invisible, the matrix `M` is injective, hence $n\le m$. The second half selects and orders $n$ volumes, uses `Real.rpow_left_injOn` to see that their $x$ values differ, and applies Mathlib's Vandermonde lemma.

```lean
/-- For positive volumes, the zero vector is the only coefficient vector whose model energy
vanishes at all data if and only if at least `n` distinct volumes occur. -/
theorem identifiable_iff {V : ι → ℝ} (hV : ∀ i, 0 < V i) :
    (∀ q : Fin n → ℝ, (∀ i, energy q (V i) = 0) → q = 0) ↔
      n ≤ (Finset.univ.image V).card := by
  constructor
  · intro h
    -- evaluation at the distinct volumes is an injective linear map
    let M : Matrix (Finset.univ.image V) (Fin n) ℝ := Matrix.of fun s k => volumePower k s
    have inj : Function.Injective M.mulVecLin := by
      rw [← LinearMap.ker_eq_bot, LinearMap.ker_eq_bot']
      intro q hq
      apply h
      intro i
      have hi := congrFun hq ⟨V i, Finset.mem_image_of_mem V (Finset.mem_univ i)⟩
      simpa [M, energy, Matrix.mulVec, dotProduct, mul_comm] using hi
    have hle := LinearMap.finrank_le_finrank_of_injective inj
    simpa only [Module.finrank_fintype_fun_eq_card, Fintype.card_fin, Fintype.card_coe]
      using hle
  · intro hn q hq
    -- choose `n` distinct volumes and use the Vandermonde determinant
    obtain ⟨t, ht, hc⟩ := Finset.exists_subset_card_eq hn
    have hmem : ∀ j, ∃ i, V i = t.orderEmbOfFin hc j := fun j => by
      obtain ⟨i, _, hi⟩ := Finset.mem_image.mp (ht (Finset.orderEmbOfFin_mem t hc j))
      exact ⟨i, hi⟩
    have hpos : ∀ j, 0 < t.orderEmbOfFin hc j := fun j => by
      obtain ⟨i, hi⟩ := hmem j
      rw [← hi]
      exact hV i
    have hf : Function.Injective
        (fun j : Fin n => (t.orderEmbOfFin hc j : ℝ) ^ (-(2 / 3) : ℝ)) := by
      intro j l hjl
      have h0 : (-(2 / 3) : ℝ) ≠ 0 := by norm_num
      exact (t.orderEmbOfFin hc).injective
        (Real.rpow_left_injOn h0 (hpos j).le (hpos l).le hjl)
    apply Matrix.eq_zero_of_forall_index_sum_pow_mul_eq_zero hf
    intro j
    obtain ⟨i, hi⟩ := hmem j
    have h0 := hq i
    simp only [energy, hi, volumePower_eq_pow (hpos j)] at h0
    simpa only [mul_comm] using h0
```

**Q:** That is about fitting zero. My energies scatter and no curve passes through them all.

**A:** Then look at the residuals $r_i=E_i-f_p(V_i)$ of a candidate $p$, and suppose they satisfy the normal equations $\sum_i r_iV_i^{-2k/3}=0$ for every $k$. For another vector $q$ put $\delta_i=f_q(V_i)-f_p(V_i)$. Then

$$S(q)=\sum_i(r_i-\delta_i)^2=S(p)-2\sum_i r_i\delta_i+\sum_i\delta_i^2 .$$

Each $\delta_i$ is the same linear combination of the basis functions at $V_i$, with coefficients $q_k-p_k$. The normal equations therefore remove the cross term, leaving

$$S(q)=S(p)+\sum_i\delta_i^2 .$$

In the code, `orth` shows that the residuals are orthogonal to every model curve by exchanging the two sums, and `expand` is the expanded square. The letter `d` inside `orth` is a whole coefficient vector, not your coefficient of $V^{-2}$.

```lean
/-- If the residuals of `p` are orthogonal to all basis functions, the misfit of any `q` is
that of `p` plus the squared distance between the two sets of fitted energies. -/
theorem misfit_eq_add {V E : ι → ℝ} {p : Fin n → ℝ}
    (hp : ∀ k : Fin n, ∑ i, (E i - energy p (V i)) * volumePower k (V i) = 0)
    (q : Fin n → ℝ) :
    misfit V E q = misfit V E p + ∑ i, (energy q (V i) - energy p (V i)) ^ 2 := by
  have orth : ∀ d : Fin n → ℝ,
      ∑ i, (E i - energy p (V i)) * energy d (V i) = 0 := by
    intro d
    calc ∑ i, (E i - energy p (V i)) * energy d (V i)
        = ∑ i, ∑ k : Fin n, d k * ((E i - energy p (V i)) * volumePower k (V i)) := by
          refine Finset.sum_congr rfl fun i _ => ?_
          rw [show energy d (V i) = ∑ k : Fin n, d k * volumePower k (V i) from rfl,
            Finset.mul_sum]
          exact Finset.sum_congr rfl fun k _ => mul_left_comm _ _ _
      _ = ∑ k : Fin n, d k * ∑ i, (E i - energy p (V i)) * volumePower k (V i) := by
          rw [Finset.sum_comm]
          exact Finset.sum_congr rfl fun k _ => (Finset.mul_sum _ _ _).symm
      _ = 0 := Finset.sum_eq_zero fun k _ => by rw [hp k, mul_zero]
  -- the cross term of the expanded square vanishes
  have expand : misfit V E q = misfit V E p + ∑ i, (energy q (V i) - energy p (V i)) ^ 2
      - 2 * (∑ i, (E i - energy p (V i)) * energy q (V i)
        - ∑ i, (E i - energy p (V i)) * energy p (V i)) := by
    unfold misfit
    rw [← Finset.sum_sub_distrib, Finset.mul_sum, ← Finset.sum_add_distrib,
      ← Finset.sum_sub_distrib]
    exact Finset.sum_congr rfl fun i _ => by ring
  rw [expand, orth q, orth p]
  ring
```

**Q:** You supposed that the normal equations have a solution.

**A:** They do when no nonzero vector is invisible. Let $A_{ik}=V_i^{-2k/3}$. The normal equations read $A^{\mathsf T}Ap=A^{\mathsf T}E$. If $A^{\mathsf T}Aq=0$, then

$$0=q^{\mathsf T}A^{\mathsf T}Aq=\sum_i f_q(V_i)^2,$$

so $q$ is invisible and hence zero. The square matrix $A^{\mathsf T}A$ is therefore injective, and in finite dimension also surjective, so a solution exists for any energies.

Lean writes `Aᴴ`, the conjugate transpose, which for real entries is the ordinary transpose. The step `LinearMap.injective_iff_surjective` supplies the solution, and the remaining lines turn the matrix equation back into sums over the data.

```lean
/-- If only the zero coefficient vector gives zero energy at all data, the normal equations
of the fit have a solution for any energies `E`. -/
theorem exists_normal_solution {V : ι → ℝ}
    (h : ∀ q : Fin n → ℝ, (∀ i, energy q (V i) = 0) → q = 0) (E : ι → ℝ) :
    ∃ p : Fin n → ℝ,
      ∀ k : Fin n, ∑ i, (E i - energy p (V i)) * volumePower k (V i) = 0 := by
  let A : Matrix ι (Fin n) ℝ := Matrix.of fun i k => volumePower k (V i)
  have hA : ∀ p : Fin n → ℝ, A *ᵥ p = fun i => energy p (V i) := fun p => by
    ext i
    simp [A, energy, Matrix.mulVec, dotProduct, mul_comm]
  -- the square normal matrix is injective, hence surjective
  have inj : Function.Injective (Aᴴ * A).mulVecLin := by
    rw [← LinearMap.ker_eq_bot, LinearMap.ker_eq_bot']
    intro q hq
    have h0 : A *ᵥ q = 0 := (Matrix.conjTranspose_mul_self_mulVec_eq_zero A q).mp hq
    rw [hA] at h0
    exact h q fun i => congrFun h0 i
  obtain ⟨p, hp⟩ := LinearMap.injective_iff_surjective.mp inj (Aᴴ *ᵥ E)
  rw [Matrix.mulVecLin_apply, ← Matrix.mulVec_mulVec, hA] at hp
  refine ⟨p, fun k => ?_⟩
  have hk := congrFun hp k
  simp only [sub_mul, Finset.sum_sub_distrib]
  rw [sub_eq_zero]
  simpa [A, Matrix.mulVec, dotProduct, mul_comm] using hk.symm
```

**Q:** Now put the two directions together.

**A:** Suppose $m\ge n$. No nonzero vector is invisible, so the normal equations have a solution $p$, and $S(q)=S(p)+\sum_i\delta_i^2\ge S(p)$ makes it a best fit. If $q$ is another best fit, then $S(q)\le S(p)$ forces every $\delta_i=0$. Thus $q-p$ is invisible, and $q=p$.

Conversely, suppose there is exactly one best fit $p$, and let $q$ be invisible. Then $f_{p+q}(V_i)=f_p(V_i)$ at all data, so $S(p+q)=S(p)$ and $p+q$ is a best fit too. Uniqueness gives $p+q=p$, so $q=0$. With no nonzero invisible vector, $m\ge n$.

The proof first replaces the count by the invisibility condition, using `identifiable_iff`. Its first branch is the converse argument, and its second is the direct one, where `h3` says that $q-p$ is invisible.

```lean
/-- For positive volumes, the least-squares fit with `n` volume powers has a unique best
coefficient vector if and only if at least `n` distinct volumes occur. -/
theorem existsUnique_bestFit_iff {V : ι → ℝ} (hV : ∀ i, 0 < V i) (E : ι → ℝ) :
    (∃! p : Fin n → ℝ, IsBestFit V E p) ↔ n ≤ (Finset.univ.image V).card := by
  rw [← identifiable_iff hV]
  constructor
  · rintro ⟨p, hp, huniq⟩ q hq
    -- adding an invisible direction leaves the misfit unchanged
    have e : misfit V E (p + q) = misfit V E p := by
      simp only [misfit, energy_add, hq, add_zero]
    have hb : IsBestFit V E (p + q) := fun s => by
      rw [e]
      exact hp s
    have hpq : p + q = p := huniq (p + q) hb
    simpa using hpq
  · intro h
    obtain ⟨p, hp⟩ := exists_normal_solution h E
    have hbest : IsBestFit V E p := fun q => by
      have h1 := misfit_eq_add hp q
      have h2 : 0 ≤ ∑ i, (energy q (V i) - energy p (V i)) ^ 2 :=
        Finset.sum_nonneg fun i _ => sq_nonneg _
      linarith
    refine ⟨p, hbest, fun q hq => ?_⟩
    -- a second minimizer has the same fitted energies, hence the same coefficients
    have h1 := misfit_eq_add hp q
    have h2 : misfit V E q ≤ misfit V E p := hq p
    have h3 : ∀ i, energy (q - p) (V i) = 0 := fun i => by
      have h4 : (energy q (V i) - energy p (V i)) ^ 2
          ≤ ∑ j, (energy q (V j) - energy p (V j)) ^ 2 :=
        Finset.single_le_sum (f := fun j => (energy q (V j) - energy p (V j)) ^ 2)
          (fun j _ => sq_nonneg _) (Finset.mem_univ i)
      have h5 : energy q (V i) - energy p (V i) = 0 := by
        apply pow_eq_zero_iff (two_ne_zero) |>.mp
        exact le_antisymm (by linarith) (sq_nonneg _)
      have h6 := energy_add (q - p) p (V i)
      rw [sub_add_cancel] at h6
      linarith
    exact sub_eq_zero.mp (h _ h3)
```

**Q:** That is still a statement about $n$ generic terms. I want my own four.

**A:** Setting $n=4$ gives exponents $0,-2/3,-4/3,-2$, and the next lemma identifies the sum with the explicit formula.

```lean
/-- The model with four volume powers is `a + b V^(-2/3) + c V^(-4/3) + d V^(-2)`. -/
theorem energy_four (p : Fin 4 → ℝ) (v : ℝ) : energy p v = birchMurnaghan p v := by
  have b0 : volumePower 0 v = 1 := by simp [volumePower]
  have b1 : volumePower 1 v = v ^ (-2 / 3 : ℝ) := by
    unfold volumePower
    congr 1
    norm_num
  have b2 : volumePower 2 v = v ^ (-4 / 3 : ℝ) := by
    unfold volumePower
    congr 1
    norm_num
  have b3 : volumePower 3 v = v ^ (-2 : ℝ) := by
    unfold volumePower
    congr 1
    norm_num
  rw [energy, Fin.sum_univ_four]
  change p 0 * volumePower 0 v + p 1 * volumePower 1 v + p 2 * volumePower 2 v
    + p 3 * volumePower 3 v = _
  rw [b0, b1, b2, b3, mul_one, birchMurnaghan]
```

The last theorem then reads as follows. Given a finite family of positive volumes and any real energies, there is exactly one $p=(a,b,c,d)$ whose sum of squared residuals is no larger than that of any $q$, if and only if the set of volumes has at least four elements. The symbol `∃!` means "exactly one". The proof specializes the general theorem and unfolds the definitions, so the sums of squares stand in the statement itself.

```lean
/-- For positive volumes, the least-squares fit of the energies by
`a + b V^(-2/3) + c V^(-4/3) + d V^(-2)` has a unique minimizing coefficient vector if and
only if at least four distinct volumes occur. -/
theorem birchMurnaghan_fit_unique_iff {V : ι → ℝ} (hV : ∀ i, 0 < V i) (E : ι → ℝ) :
    (∃! p : Fin 4 → ℝ, ∀ q : Fin 4 → ℝ,
      ∑ i, (E i - birchMurnaghan p (V i)) ^ 2 ≤ ∑ i, (E i - birchMurnaghan q (V i)) ^ 2) ↔
      4 ≤ (Finset.univ.image V).card := by
  have h := existsUnique_bestFit_iff (n := 4) hV E
  simpa only [IsBestFit, misfit, energy_four] using h

end

end EquationOfStateFit
```

```lean
#print axioms EquationOfStateFit.birchMurnaghan_fit_unique_iff
```

```
'EquationOfStateFit.birchMurnaghan_fit_unique_iff' depends on axioms: [propext, Classical.choice, Quot.sound]
```

**Q:** Two volumes that differ in the tenth digit would count as two?

**A:** They would. The volumes are real numbers, and distinct means unequal. Such data can meet the condition and still give a badly conditioned matrix, with coefficients that respond strongly to small changes in the energies. The theorem separates one minimizer from any other situation; it puts no size on the sensitivity.

**Q:** And right at the threshold?

**A:** With four data at four different volumes, the cubic in $x$ passes through every point and all residuals vanish, so the misfit says nothing about the quality of the model.

With only three distinct volumes, at $x_1,x_2,x_3$, you can write down an invisible curve:

$$(x-x_1)(x-x_2)(x-x_3).$$

Any multiple of it can be added to a fitted curve without changing a single residual, although the energy between the data points changes. Repeating runs at those three volumes leaves this freedom untouched, whereas one run at a fourth volume removes it.
